# The mean of zᵀAz over all sign vectors is the trace of A

The trace of a large matrix can be estimated from quadratic forms zᵀAz in random vectors z, and `trace_estimator_mean` says that with random signs the estimate is right on average. For a real square matrix A over a finite index set, not necessarily symmetric, the mean of zᵀAz over all vectors with entries ±1, equally weighted, is tr A. These vectors are not normalised: zᵀz is the dimension N, so for N > 0 the normalised value zᵀAz/zᵀz has mean tr A/N. The attempt expands the form into a double sum of A j k · z j · z k, then rewrites with `signMean_quadratic`, which gives the mean of such a sum as the sum of its diagonal coefficients.

In Lean, a first try:

```lean
import Mathlib

open Matrix

namespace StochasticDiagonalAndDeflation

/-- The vector of signs encoded by a Boolean string: `true` gives `1`, `false` gives `-1`. -/
def signVector {n : Type*} (s : n → Bool) : n → ℝ := fun i => if s i then 1 else -1

variable {n : Type*} [Fintype n] [DecidableEq n]

/-- The uniform average of `f` over all sign vectors. -/
noncomputable def signMean (f : (n → ℝ) → ℝ) : ℝ :=
  (∑ s : n → Bool, f (signVector s)) / 2 ^ Fintype.card n

/-- Two different components of a random sign vector have mean product zero, and each has unit mean
square. -/
theorem signMean_mul (i j : n) :
    signMean (fun z => z i * z j) = if i = j then 1 else 0 := by
  by_cases h : i = j
  · subst h
    have h1 : ∀ s : n → Bool, signVector s i * signVector s i = 1 := by
      intro s
      simp only [signVector]
      cases s i <;> norm_num
    simp [signMean, h1]
  · rw [if_neg h]
    -- flipping the sign of component `i` permutes the sign vectors and reverses the product
    let e : Equiv.Perm (n → Bool) :=
      Function.Involutive.toPerm (fun s => Function.update s i (!s i)) (by intro s; simp)
    have he := Equiv.sum_comp e (fun s => signVector s i * signVector s j)
    have hneg : ∀ s, signVector (e s) i * signVector (e s) j
        = -(signVector s i * signVector s j) := by
      intro s
      have h1 : e s i = !s i := Function.update_self i _ s
      have h2 : e s j = s j := Function.update_of_ne (Ne.symm h) _ s
      simp only [signVector, h1, h2]
      cases s i <;> cases s j <;> norm_num
    simp only [hneg, Finset.sum_neg_distrib] at he
    have h0 : ∑ s : n → Bool, signVector s i * signVector s j = 0 := by linarith
    simp only [signMean]
    rw [h0, zero_div]

/-- The mean of a quadratic form in the signs is the sum of its diagonal coefficients. -/
theorem signMean_quadratic (B : n → n → ℝ) :
    signMean (fun z => ∑ j, ∑ k, B j k * (z j * z k)) = ∑ j, B j j := by
  calc signMean (fun z => ∑ j, ∑ k, B j k * (z j * z k))
      = ∑ j, ∑ k, B j k * signMean (fun z => z j * z k) := by
        simp only [signMean, Finset.sum_div, Finset.mul_sum]
        refine Finset.sum_comm.trans ?_
        refine Finset.sum_congr rfl fun j _ => ?_
        refine Finset.sum_comm.trans ?_
        refine Finset.sum_congr rfl fun k _ => Finset.sum_congr rfl fun s _ => ?_
        ring
    _ = ∑ j, B j j := by simp [signMean_mul]

/-- The stochastic trace estimator `zᵀ A z` has mean `tr A`. -/
theorem trace_estimator_mean (A : Matrix n n ℝ) :
    signMean (fun z => z ⬝ᵥ (A *ᵥ z)) = trace A := by
  have h : (fun z : n → ℝ => z ⬝ᵥ (A *ᵥ z))
      = fun z => ∑ j, ∑ k, A j k * (z j * z k) := by
    funext z
    simp only [Matrix.mulVec, dotProduct, Finset.mul_sum]
    refine Finset.sum_congr rfl fun j _ => Finset.sum_congr rfl fun k _ => ?_
    ring
  rw [h, signMean_quadratic]
  rfl

end StochasticDiagonalAndDeflation
```

The compiler's answer:

```
Main.lean:66:9: error: Tactic `rewrite` failed: Did not find an occurrence of the pattern
  signMean fun z => ∑ j, ∑ k, ?B j k * (z j * z k)
in the target expression
  (signMean fun z => ∑ j, ∑ k, A j k * (z j * z k)) = A.trace

n : Type u_1
inst✝¹ : Fintype n
inst✝ : DecidableEq n
A : Matrix n n ℝ
h : (fun z => z ⬝ᵥ A *ᵥ z) = fun z => ∑ j, ∑ k, A j k * (z j * z k)
⊢ (signMean fun z => ∑ j, ∑ k, A j k * (z j * z k)) = A.trace

Note: The target expression is not type-correct under the `implicit` transparency level, which may have triggered the failure. This is usually caused by unfolding of semireducible definitions in prior tactic steps. Use `set_option linter.tacticCheckInstances true` to investigate the source of the issue.
Full error:
  function expected
    A j
```

As a diff, the version that Lean accepts:

```diff
@@ -64,6 +64,6 @@
     refine Finset.sum_congr rfl fun j _ => Finset.sum_congr rfl fun k _ => ?_
     ring
-  rw [h, signMean_quadratic]
-  rfl
+  rw [h]
+  exact signMean_quadratic (fun j k => A j k)
 
 end StochasticDiagonalAndDeflation
```

Cause. The message says that `rw` found no instance of the left side of `signMean_quadratic` in the goal, though the two look alike. The lemma's coefficients are a function `B : n → n → ℝ`, while the goal has `A : Matrix n n ℝ`. `Matrix n n ℝ` is by definition that function type, but `rw` does not unfold the definition when it matches. The note points to the same obstacle: at the `implicit` transparency level the type of `A` stays folded, so Lean doesn't see `A` as a function and already rejects the application `A j`.

The repair keeps `rw [h]` and gives the lemma to `exact`, with the coefficients written out as `fun j k => A j k`. Lean then has no `?B` to find by matching, and `exact` may unfold definitions as it compares the lemma with the goal. That comparison also identifies `∑ j, A j j` with `A.trace`, which was the task of the old `rfl`, so that line goes.
